# Planck's equation and an energy tending to infinity at high temperature fix the oscillator's coth law

The theorem `eq_planckEnergy_of_tendsto_atTop` concerns the mean energy E(T) of an oscillator of quantum w > 0, in units with ħ = k_B = 1. If E satisfies T² E′ = E² − w²/4 at every T > 0 and tends to +∞ as T → ∞, then E(T) = (w/2) coth(w/(2T)) for every T > 0, with the zero-point energy included. The attempt forms g = E sinh(w/(2T)) − (w/2) cosh(w/(2T)) and k = E cosh(w/(2T)) − (w/2) sinh(w/(2T)), which obey the same linear differential equation, so that g(T) k(S) = g(S) k(T). Dividing by E(S) and letting S → ∞, where k/E → 1 and g/E → 0, is meant to give g(T) = 0, which is the coth law.

In Lean, a first try:

```lean
import Mathlib

open Filter Topology

namespace EqPlanckEnergyOfTendstoAtTop

noncomputable section

/-- Planck's differential equation `T² E' = E² - w²/4` for the mean energy of an oscillator
of quantum `w`, at all temperatures `T > 0` (units with `ħ = k_B = 1`). -/
def PlanckEquation (w : ℝ) (E : ℝ → ℝ) : Prop :=
  ∀ T : ℝ, 0 < T → HasDerivAt E ((E T ^ 2 - w ^ 2 / 4) / T ^ 2) T

/-- The thermal energy `(w/2) coth(w/(2T))` of an oscillator, zero-point energy included,
for `w ≠ 0` and `T ≠ 0`. -/
def planckEnergy (w T : ℝ) : ℝ :=
  w / 2 * (Real.cosh (w / (2 * T)) / Real.sinh (w / (2 * T)))

/-- The reduced inverse temperature `w/(2T)` has derivative `-w/(2T²)` at `T ≠ 0`. -/
theorem hasDerivAt_reduced (w : ℝ) {T : ℝ} (hT : T ≠ 0) :
    HasDerivAt (fun s : ℝ => w / (2 * s)) (-(w / (2 * T ^ 2))) T := by
  have e : (fun s : ℝ => w / (2 * s)) = fun s => w / 2 * s⁻¹ := by
    funext s
    ring
  rw [e]
  exact ((hasDerivAt_inv hT).const_mul (w / 2)).congr_deriv (by ring)

/-- The reduced inverse temperature `w/(2T)` vanishes in the high-temperature limit. -/
theorem tendsto_reduced (w : ℝ) :
    Tendsto (fun T : ℝ => w / (2 * T)) atTop (𝓝 0) :=
  tendsto_const_nhds.div_atTop (tendsto_id.const_mul_atTop (by norm_num : (0 : ℝ) < 2))

/-- Two solutions of the same linear law `f' = a f` on `T > 0`, with `a` continuous there,
are proportional to each other. -/
theorem linear_law_proportional {a g k : ℝ → ℝ} (ha : ContinuousOn a (Set.Ioi 0))
    (hg : ∀ T, 0 < T → HasDerivAt g (a T * g T) T)
    (hk : ∀ T, 0 < T → HasDerivAt k (a T * k T) T)
    {S T : ℝ} (hS : 0 < S) (hT : 0 < T) : g T * k S = g S * k T := by
  -- an antiderivative `H` of the rate `a`
  obtain ⟨H, hH⟩ : ∃ H : ℝ → ℝ, ∀ t, 0 < t → HasDerivAt H (a t) t := by
    refine ⟨fun t => ∫ s in (1 : ℝ)..t, a s, fun t ht => ?_⟩
    have hi : IntervalIntegrable a MeasureTheory.volume 1 t :=
      (ha.mono fun s hs => lt_of_lt_of_le (lt_min one_pos ht) hs.1).intervalIntegrable
    exact intervalIntegral.integral_hasDerivAt_right hi
      (ha.stronglyMeasurableAtFilter isOpen_Ioi t ht) (ha.continuousAt (Ioi_mem_nhds ht))
  -- the integrating factor `exp (-H)` turns every solution into a constant
  have key : ∀ f : ℝ → ℝ, (∀ t, 0 < t → HasDerivAt f (a t * f t) t) →
      f S * Real.exp (-H S) = f T * Real.exp (-H T) := by
    intro f hf
    have hd : ∀ t, 0 < t → HasDerivAt (fun s => f s * Real.exp (-H s)) 0 t := fun t ht =>
      ((hf t ht).fun_mul (hH t ht).fun_neg.exp).congr_deriv (by ring)
    exact isOpen_Ioi.is_const_of_deriv_eq_zero isPreconnected_Ioi
      (fun t ht => (hd t ht).differentiableAt.differentiableWithinAt)
      (fun t ht => (hd t ht).deriv) hS hT
  have h1 := key g hg
  have h2 := key k hk
  have hne : Real.exp (-H T) * Real.exp (-H S) ≠ 0 := by positivity
  apply mul_right_cancel₀ hne
  linear_combination (-(k S * Real.exp (-H S))) * h1 + (g S * Real.exp (-H S)) * h2

/-- For `w > 0`, a solution of Planck's equation whose energy grows without bound at high
temperature is the law `(w/2) coth(w/(2T))` at every `T > 0`. -/
theorem eq_planckEnergy_of_tendsto_atTop {w : ℝ} (hw : 0 < w) {E : ℝ → ℝ}
    (hE : PlanckEquation w E) (hlim : Tendsto E atTop atTop) {T : ℝ} (hT : 0 < T) :
    E T = planckEnergy w T := by
  have ha : ContinuousOn (fun S => E S / S ^ 2) (Set.Ioi 0) := fun S hS =>
    ((hE S hS).continuousAt.div (continuous_pow 2).continuousAt
      (pow_ne_zero 2 (show 0 < S from hS).ne')).continuousWithinAt
  -- two combinations of `E` that obey the same linear law
  have cross : ∀ S, 0 < S →
      (E T * Real.sinh (w / (2 * T)) - w / 2 * Real.cosh (w / (2 * T))) *
        (E S * Real.cosh (w / (2 * S)) - w / 2 * Real.sinh (w / (2 * S))) =
      (E S * Real.sinh (w / (2 * S)) - w / 2 * Real.cosh (w / (2 * S))) *
        (E T * Real.cosh (w / (2 * T)) - w / 2 * Real.sinh (w / (2 * T))) := fun S hS =>
    linear_law_proportional
      (g := fun S => E S * Real.sinh (w / (2 * S)) - w / 2 * Real.cosh (w / (2 * S)))
      (k := fun S => E S * Real.cosh (w / (2 * S)) - w / 2 * Real.sinh (w / (2 * S))) ha
      (fun t ht => (((hE t ht).fun_mul (hasDerivAt_reduced w ht.ne').sinh).fun_sub
        ((hasDerivAt_reduced w ht.ne').cosh.const_mul (w / 2))).congr_deriv (by ring))
      (fun t ht => (((hE t ht).fun_mul (hasDerivAt_reduced w ht.ne').cosh).fun_sub
        ((hasDerivAt_reduced w ht.ne').sinh.const_mul (w / 2))).congr_deriv (by ring))
      hS hT
  have hs := (Real.continuous_sinh.tendsto 0).comp (tendsto_reduced w)
  have hc := (Real.continuous_cosh.tendsto 0).comp (tendsto_reduced w)
  rw [Real.sinh_zero] at hs
  rw [Real.cosh_zero] at hc
  have hk := hc.sub ((hs.const_mul (w / 2)).div_atTop hlim)
  have hg := hs.sub ((hc.const_mul (w / 2)).div_atTop hlim)
  -- divide the proportionality by `E S` and let `S` tend to infinity
  have h0 := tendsto_nhds_unique_of_eventuallyEq
    (hk.const_mul (E T * Real.sinh (w / (2 * T)) - w / 2 * Real.cosh (w / (2 * T))))
    (hg.mul_const (E T * Real.cosh (w / (2 * T)) - w / 2 * Real.sinh (w / (2 * T)))) (by
      filter_upwards [eventually_gt_atTop 0, hlim.eventually_gt_atTop 0] with S hS hES
      have e : ∀ p q : ℝ, p - w / 2 * q / E S = (E S * p - w / 2 * q) / E S := by
        intro p q
        rw [sub_div, mul_div_cancel_left₀ _ hES.ne']
      simp only [Function.comp_apply]
      rw [e, e, ← mul_div_assoc, cross S hS, div_mul_eq_mul_div])
  have hpos : 0 < Real.sinh (w / (2 * T)) := Real.sinh_pos_iff.2 (by positivity)
  unfold planckEnergy
  rw [← mul_div_assoc, eq_div_iff hpos.ne']
  linarith

end

end EqPlanckEnergyOfTendstoAtTop
```

Messages:

```
Main.lean:92:86: error: unsolved goals
w : ℝ
hw : 0 < w
E : ℝ → ℝ
hE : PlanckEquation w E
hlim : Tendsto E atTop atTop
T : ℝ
hT : 0 < T
ha : ContinuousOn (fun S => E S / S ^ 2) (Set.Ioi 0)
cross :
  ∀ (S : ℝ),
    0 < S →
      (E T * Real.sinh (w / (2 * T)) - w / 2 * Real.cosh (w / (2 * T))) *
          (E S * Real.cosh (w / (2 * S)) - w / 2 * Real.sinh (w / (2 * S))) =
        (E S * Real.sinh (w / (2 * S)) - w / 2 * Real.cosh (w / (2 * S))) *
          (E T * Real.cosh (w / (2 * T)) - w / 2 * Real.sinh (w / (2 * T)))
hs : Tendsto (Real.sinh ∘ fun T => w / (2 * T)) atTop (𝓝 0)
hc : Tendsto (Real.cosh ∘ fun T => w / (2 * T)) atTop (𝓝 1)
hk :
  Tendsto (fun x => (Real.cosh ∘ fun T => w / (2 * T)) x - w / 2 * (Real.sinh ∘ fun T => w / (2 * T)) x / E x) atTop
    (𝓝 (1 - 0))
hg :
  Tendsto (fun x => (Real.sinh ∘ fun T => w / (2 * T)) x - w / 2 * (Real.cosh ∘ fun T => w / (2 * T)) x / E x) atTop
    (𝓝 (0 - 0))
S : ℝ
hS : 0 < S
hES : 0 < E S
e : ∀ (p q : ℝ), p - w / 2 * q / E S = (E S * p - w / 2 * q) / E S
⊢ (E S * Real.sinh (w / (2 * S)) - w * Real.cosh (w / (2 * S)) / 2) *
        (E T * Real.cosh (w / (2 * T)) - w / 2 * Real.sinh (w / (2 * T))) /
      E S =
    (E S * Real.sinh (w / (2 * S)) - w * Real.cosh (w / (2 * S)) / 2) / E S *
      (E T * Real.cosh (w / (2 * T)) - w / 2 * Real.sinh (w / (2 * T)))
```

Fix (accepted with no message):

```diff
@@ -67,38 +67,35 @@
     ((hE S hS).continuousAt.div (continuous_pow 2).continuousAt
       (pow_ne_zero 2 (show 0 < S from hS).ne')).continuousWithinAt
-  -- two combinations of `E` that obey the same linear law
-  have cross : ∀ S, 0 < S →
-      (E T * Real.sinh (w / (2 * T)) - w / 2 * Real.cosh (w / (2 * T))) *
-        (E S * Real.cosh (w / (2 * S)) - w / 2 * Real.sinh (w / (2 * S))) =
-      (E S * Real.sinh (w / (2 * S)) - w / 2 * Real.cosh (w / (2 * S))) *
-        (E T * Real.cosh (w / (2 * T)) - w / 2 * Real.sinh (w / (2 * T))) := fun S hS =>
-    linear_law_proportional
-      (g := fun S => E S * Real.sinh (w / (2 * S)) - w / 2 * Real.cosh (w / (2 * S)))
-      (k := fun S => E S * Real.cosh (w / (2 * S)) - w / 2 * Real.sinh (w / (2 * S))) ha
-      (fun t ht => (((hE t ht).fun_mul (hasDerivAt_reduced w ht.ne').sinh).fun_sub
-        ((hasDerivAt_reduced w ht.ne').cosh.const_mul (w / 2))).congr_deriv (by ring))
-      (fun t ht => (((hE t ht).fun_mul (hasDerivAt_reduced w ht.ne').cosh).fun_sub
-        ((hasDerivAt_reduced w ht.ne').sinh.const_mul (w / 2))).congr_deriv (by ring))
-      hS hT
-  have hs := (Real.continuous_sinh.tendsto 0).comp (tendsto_reduced w)
-  have hc := (Real.continuous_cosh.tendsto 0).comp (tendsto_reduced w)
-  rw [Real.sinh_zero] at hs
-  rw [Real.cosh_zero] at hc
-  have hk := hc.sub ((hs.const_mul (w / 2)).div_atTop hlim)
-  have hg := hs.sub ((hc.const_mul (w / 2)).div_atTop hlim)
+  -- for `a = w` and `a = -w` these combinations obey the same linear law
+  have hd : ∀ a : ℝ, a ^ 2 = w ^ 2 → ∀ t, 0 < t →
+      HasDerivAt (fun S => (E S - a / 2) * Real.exp (a / (2 * S)))
+        (E t / t ^ 2 * ((E t - a / 2) * Real.exp (a / (2 * t)))) t := fun a h2 t ht =>
+    (((hE t ht).sub_const (a / 2)).fun_mul (hasDerivAt_reduced a ht.ne').exp).congr_deriv
+      (by linear_combination (Real.exp (a / (2 * t)) / (4 * t ^ 2)) * h2)
+  -- both grow like `E` itself
+  have hl : ∀ a : ℝ,
+      Tendsto (fun S => (E S - a / 2) * Real.exp (a / (2 * S)) / E S) atTop (𝓝 1) := by
+    intro a
+    have he := (Real.continuous_exp.tendsto 0).comp (tendsto_reduced a)
+    rw [Real.exp_zero] at he
+    have h := ((tendsto_const_nhds (x := (1 : ℝ))).sub
+      ((tendsto_const_nhds (x := a / 2)).div_atTop hlim)).mul he
+    rw [sub_zero, mul_one] at h
+    refine h.congr' ?_
+    filter_upwards [hlim.eventually_gt_atTop 0] with S hS
+    simp only [Function.comp_apply]
+    rw [mul_div_right_comm, sub_div, div_self hS.ne']
   -- divide the proportionality by `E S` and let `S` tend to infinity
   have h0 := tendsto_nhds_unique_of_eventuallyEq
-    (hk.const_mul (E T * Real.sinh (w / (2 * T)) - w / 2 * Real.cosh (w / (2 * T))))
-    (hg.mul_const (E T * Real.cosh (w / (2 * T)) - w / 2 * Real.sinh (w / (2 * T)))) (by
-      filter_upwards [eventually_gt_atTop 0, hlim.eventually_gt_atTop 0] with S hS hES
-      have e : ∀ p q : ℝ, p - w / 2 * q / E S = (E S * p - w / 2 * q) / E S := by
-        intro p q
-        rw [sub_div, mul_div_cancel_left₀ _ hES.ne']
-      simp only [Function.comp_apply]
-      rw [e, e, ← mul_div_assoc, cross S hS, div_mul_eq_mul_div])
+    ((hl (-w)).const_mul ((E T - w / 2) * Real.exp (w / (2 * T))))
+    ((hl w).mul_const ((E T - -w / 2) * Real.exp (-w / (2 * T)))) (by
+      filter_upwards [eventually_gt_atTop 0] with S hS
+      have h := linear_law_proportional ha (hd w rfl) (hd (-w) (neg_sq w)) hS hT
+      linear_combination h / E S)
+  simp only [neg_div] at h0
   have hpos : 0 < Real.sinh (w / (2 * T)) := Real.sinh_pos_iff.2 (by positivity)
   unfold planckEnergy
-  rw [← mul_div_assoc, eq_div_iff hpos.ne']
-  linarith
+  rw [← mul_div_assoc, eq_div_iff hpos.ne', Real.sinh_eq, Real.cosh_eq]
+  linear_combination h0 / 2
 
 end
```

What went wrong. The error is an unfinished algebraic step in the limit argument. After `cross S hS` is used, the two sides differ only in where the division by `E S` stands, and `div_mul_eq_mul_div`, which turns `a / b * c` into `a * c / b`, was meant to move it. But `rw` settled on the product `w / 2 * Real.cosh (w / (2 * S))` and rewrote that on both sides, as the `w * Real.cosh (w / (2 * S)) / 2` in the message shows. The division by `E S` stayed where it was, and the remaining goal, though true, was not closed by `rw`.

The repair proves this step with `linear_combination h / E S`, where `h` is the proportionality. The algebra is then checked by `ring`, which does not depend on which product a rewrite finds first.

The rest of the diff recasts the proof and is not called for by the error. It replaces g and k by (E − a/2) exp(a/(2T)) with a = ±w, whose ratios to E both tend to 1. The closing lines change to suit: `neg_div` puts the minus signs in one form, and `Real.sinh_eq` and `Real.cosh_eq` express the goal in exponentials.
